# Orbital labels in row i of a semistandard Young tableau are at least i, counting from zero

A semistandard Young tableau fills the cells of a finite Young diagram with natural numbers, here read as orbital labels, that never decrease along a row and strictly increase down a column. The lemma `row_le_entry` states that if the cell in row `i` and column `j` belongs to the diagram, its label is at least `i`, with rows and labels both counted from zero. The statement is purely combinatorial: it involves no Hamiltonian and sets no upper limit on the labels. The proof goes by induction on the row, combining the bound for the cell above with the strict increase down the column, and leaves the final arithmetic to `omega`.

In Lean, a first try:

```lean
import Mathlib

open Finset

namespace RowLeEntry

noncomputable section

/-- In a semistandard tableau, a cell in row `i` (counted from zero) holds an orbital
with label at least `i`. -/
theorem row_le_entry {lam : YoungDiagram} (T : SemistandardYoungTableau lam) (i j : ℕ)
    (h : (i, j) ∈ lam) : i ≤ T i j := by
  induction i with
  | zero => exact Nat.zero_le _
  | succ i ih =>
    have h1 := ih (lam.up_left_mem (Nat.le_succ i) le_rfl h)
    have h2 := T.col_strict (Nat.lt_succ_self i) h
    omega

end

end RowLeEntry
```

The error:

```
Main.lean:18:4: error: omega could not prove the goal:
a possible counterexample may satisfy the constraints
  d ≥ 0
  c ≥ 0
  b ≥ 0
  b - d ≥ 0
  a ≥ 0
  a - b ≥ 0
  a - c ≤ -1
where
 a := ↑(T i j)
 b := ↑i
 c := ↑(T i.succ j)
 d := ↑(T (i + 1) j)
```

After these edits no error is left:

```diff
@@ -15,5 +15,5 @@
   | succ i ih =>
     have h1 := ih (lam.up_left_mem (Nat.le_succ i) le_rfl h)
-    have h2 := T.col_strict (Nat.lt_succ_self i) h
+    have h2 : T i j < T (i + 1) j := T.col_strict (Nat.lt_succ_self i) h
     omega
 
```

What went wrong. The message shows that `omega` took the label of one cell for two unrelated numbers: `T i.succ j`, called `c`, and `T (i + 1) j`, called `d`. The strict increase `h2` bounds the first from below, while the goal concerns the second. With no link between them, the induction hypothesis `h1` and `h2` do not yield the goal.

The form `i.succ` entered through `Nat.lt_succ_self i`, from which Lean inferred the lower row's index in `T.col_strict`. It is equal to `i + 1` by definition, but `omega` did not identify the two tableau entries containing these forms.

The diff gives `h2` the explicit type `T i j < T (i + 1) j`. Lean accepts the same proof term for it, because the two forms are definitionally equal. Now `h2` and the goal speak of the same entry, and `omega` can conclude: `i ≤ T i j` and `T i j < T (i + 1) j` give `i + 1 ≤ T (i + 1) j`.
